# Nonnegative entropy production in classical rate equations with finitely many baths

Take a system with two levels, 0 and 1, separated by an energy ε, and one bath at inverse temperature β, with Boltzmann's constant set to 1. The bath excites the system at rate a = exp(−βε) and de-excites it at rate 1. If the populations are p₀ and p₁, the net downward flow is

D = p₁ − a p₀.

The flow stops when p₁/p₀ = a, that is, at populations proportional to g = (1, a). Weight the rate of change of each population, +D for level 0 and −D for level 1, by log g_i − log p_i and add. The sum is the entropy production rate

σ = D (log g₀ − log p₀) − D (log g₁ − log p₁) = (p₁ − a p₀)(log p₁ − log(a p₀)).

The logarithm is increasing, so the two factors have the same sign and σ ≥ 0. With more levels, jumps can run around cycles and need not pair off in this way. The inequality survives, because each directed jump can be given a nonnegative contribution of its own.

## The inequality, jump by jump

Let finitely many baths v act on a system with finitely many states. Bath v has a real matrix W_v whose entry (W_v)_ij, for i ≠ j, is the jump rate from j to i. Its off-diagonal entries are nonnegative, its columns sum to zero, and W_v g_v = 0 for some positive vector g_v. The claim is that for every positive p

∑_v ∑_i (W_v p)_i (log (g_v)_i − log p_i) ≥ 0,

with equality exactly when W_v p = 0 for every v. Probability vectors are a special case: rescaling g_v adds a constant to its logarithm, which drops out because ∑_i (W_v p)_i = 0.

It suffices to treat one bath, so the index v is dropped. For positive x and y define

c(x, y) = x (log x − log y) − x + y.

Put u = y/x in log u ≤ u − 1, which is strict unless u = 1, and multiply by x. This gives x (log y − log x) ≤ y − x, so c(x, y) ≥ 0, with equality only for x = y.

Now let x_i = p_i/g_i. Since g_j x_j = p_j,

W_ij g_j c(x_j, x_i) = W_ij p_j (log g_i − log p_i) + W_ij [p_j (log p_j − log g_j) − p_j] + x_i W_ij g_j.

Sum over i and j. The second term vanishes because the columns of W sum to zero, and the third because W g = 0. What remains is

σ = ∑_i (W p)_i (log g_i − log p_i) = ∑_ij W_ij g_j c(x_j, x_i).

Terms with i ≠ j are nonnegative. Terms with i = j are zero because c(x, x) = 0, so the negative diagonal of W does no harm. Hence σ ≥ 0.

If σ = 0, every term vanishes, so for each pair either W_ij = 0 or x_j = x_i. In both cases W_ij p_j = x_i W_ij g_j, and summing over j gives (W p)_i = x_i (W g)_i = 0. Conversely, W p = 0 makes σ = 0 at once.

## Heat currents and the Clausius inequality

For thermal baths take (g_v)_i = exp(−β_v E_i), and let J_v = ∑_i E_i (W_v p)_i be the energy per unit time that bath v feeds into the system. Then σ_v = −β_v J_v − ∑_i (W_v p)_i log p_i. If dp/dt = ∑_v W_v p, the entropy S = −∑_i p_i log p_i obeys

dS/dt = ∑_i (−log p_i − 1) ∑_v (W_v p)_i = −∑_v ∑_i (W_v p)_i log p_i = ∑_v σ_v + ∑_v β_v J_v,

where the −1 drops out by conservation of probability. Therefore dS/dt ≥ ∑_v β_v J_v.

## Two baths in numbers

Couple the two-level system to a hot bath with a = 1/2 and a cold one with a = 1/4, so that β₁ε = log 2 and β₂ε = log 4. Their normalised stationary populations are (2/3, 1/3) and (4/5, 1/5). Together they excite at rate 3/4 and de-excite at rate 2, which gives the steady state p = (8/11, 3/11).

The downward flows are D₁ = 3/11 − 4/11 = −1/11 and D₂ = 3/11 − 2/11 = 1/11. The entropy productions are

σ₁ = −(1/11) log(3/4) = (1/11) log(4/3),
σ₂ = (1/11) log(3/2),

with sum (log 2)/11 ≈ 0.063. The populations stand still, yet entropy is produced, since energy ε/11 per unit time passes from the hot bath to the cold one. The balance closes: β₁J₁ + β₂J₂ = (log 2 − log 4)/11 = −(log 2)/11, so dS/dt = 0.

## States, baths and currents in Lean

The finite type `n` labels the states and `ι` labels the baths.

```lean
import Mathlib

open Matrix

namespace ClassicalSpohnInequality

noncomputable section

variable {n ι : Type*} [Fintype n] [Fintype ι]
```

The structure `IsBath` holds the four conditions on one bath. They say that jump rates are not negative, that jumps conserve probability, that every stationary weight is positive, and that a system left with this bath alone can rest at `g`. Columns label the state a jump leaves; `*ᵥ` is the matrix–vector product. Detailed balance is not required. If an external force drives the jumps around a cycle, however, σ leaves out the entropy which that driving produces in the stationary state.

```lean
/-- A bath acting on a classical system: jump rates `W i j` from state `j` to state `i`,
conservation of probability, and a positive stationary vector `g`. -/
structure IsBath (W : Matrix n n ℝ) (g : n → ℝ) : Prop where
  rate_nonneg : ∀ i j, i ≠ j → 0 ≤ W i j
  col_sum : ∀ j, ∑ i, W i j = 0
  weight_pos : ∀ i, 0 < g i
  stationary : W *ᵥ g = 0
```

The contribution σ of one bath follows, with neither `g` nor `p` normalised.

```lean
/-- The entropy production rate due to one bath with stationary vector `g`, in state `p`. -/
def entropyProduction (W : Matrix n n ℝ) (g p : n → ℝ) : ℝ :=
  ∑ i, (W *ᵥ p) i * (Real.log (g i) - Real.log (p i))
```

The function c(x, y) is called `jumpCost`.

```lean
/-- The function `x (log x - log y) - x + y`, used below with `x` and `y` the ratios of population
to stationary weight in the states where a jump starts and ends. -/
def jumpCost (x y : ℝ) : ℝ := x * (Real.log x - Real.log y) - x + y
```

Boltzmann weights are left without their partition function.

```lean
/-- The Boltzmann weights `exp (-β E i)` at inverse temperature `β`. -/
def gibbsWeight (β : ℝ) (E : n → ℝ) (i : n) : ℝ := Real.exp (-(β * E i))
```

The heat current is positive when energy enters the system. The energies are fixed numbers, so no work is done by moving levels.

```lean
/-- The energy per unit time that a bath with rate matrix `W` feeds into the system. -/
def heatCurrent (W : Matrix n n ℝ) (E p : n → ℝ) : ℝ := ∑ i, E i * (W *ᵥ p) i
```

## From the tangent of the logarithm to a sum over jumps

The first lemma is the tangent bound at u = y/x, multiplied by x. Mathlib supplies both the weak and the strict form, and the strict one settles the equality case.

```lean
/-- For positive arguments the jump cost is nonnegative, and it vanishes exactly when they are
equal. -/
theorem jumpCost_nonneg_and_eq_zero_iff {x y : ℝ} (hx : 0 < x) (hy : 0 < y) :
    0 ≤ jumpCost x y ∧ (jumpCost x y = 0 ↔ x = y) := by
  have h3 : x * (y / x - 1) = y - x := by field_simp
  constructor
  · have h := Real.log_le_sub_one_of_pos (div_pos hy hx)
    rw [Real.log_div hy.ne' hx.ne'] at h
    have h2 := mul_le_mul_of_nonneg_left h hx.le
    rw [h3] at h2
    unfold jumpCost
    nlinarith [h2]
  · constructor
    · intro h0
      by_contra hne
      have h1 : y / x ≠ 1 := fun h => hne ((div_eq_one_iff_eq hx.ne').1 h).symm
      -- away from equality the logarithm lies strictly below its tangent
      have h := Real.log_lt_sub_one_of_pos (div_pos hy hx) h1
      rw [Real.log_div hy.ne' hx.ne'] at h
      have h2 := mul_lt_mul_of_pos_left h hx
      rw [h3] at h2
      unfold jumpCost at h0
      nlinarith [h2]
    · rintro rfl
      simp [jumpCost]
```

The next theorem is the rearrangement of σ. Here `hB` is the sum that conservation removes, `hC` the one that stationarity removes, and `hT` the identity for a single pair i, j.

```lean
/-- The entropy production of a bath is the sum over all jumps of the stationary flow
`W i j * g j` times the jump cost. -/
theorem entropyProduction_eq_sum_jumpCost {W : Matrix n n ℝ} {g p : n → ℝ}
    (h : IsBath W g) (hp : ∀ i, 0 < p i) :
    entropyProduction W g p =
      ∑ i, ∑ j, W i j * g j * jumpCost (p j / g j) (p i / g i) := by
  have hA : entropyProduction W g p =
      ∑ i, ∑ j, W i j * p j * (Real.log (g i) - Real.log (p i)) := by
    simp only [entropyProduction, Matrix.mulVec, dotProduct, Finset.sum_mul]
  -- conservation of probability
  have hB : ∑ i, ∑ j, W i j * (p j * (Real.log (p j) - Real.log (g j)) - p j) = 0 := by
    rw [Finset.sum_comm]
    apply Finset.sum_eq_zero
    intro j _
    rw [← Finset.sum_mul, h.col_sum, zero_mul]
  -- stationarity of the bath vector
  have hC : ∑ i, ∑ j, (p i / g i) * (W i j * g j) = 0 := by
    apply Finset.sum_eq_zero
    intro i _
    have hs := congrFun h.stationary i
    simp only [Matrix.mulVec, dotProduct, Pi.zero_apply] at hs
    rw [← Finset.mul_sum, hs, mul_zero]
  have hT : ∀ i j, W i j * g j * jumpCost (p j / g j) (p i / g i) =
      W i j * p j * (Real.log (g i) - Real.log (p i))
      + W i j * (p j * (Real.log (p j) - Real.log (g j)) - p j)
      + (p i / g i) * (W i j * g j) := by
    intro i j
    have hg : g j * (p j / g j) = p j := mul_div_cancel₀ _ (h.weight_pos j).ne'
    unfold jumpCost
    rw [Real.log_div (hp j).ne' (h.weight_pos j).ne',
      Real.log_div (hp i).ne' (h.weight_pos i).ne']
    linear_combination (W i j * (Real.log (p j) - Real.log (g j)
      - (Real.log (p i) - Real.log (g i)) - 1)) * hg
  simp only [hT, Finset.sum_add_distrib]
  rw [hA, hB, hC, add_zero, add_zero]
```

The proof turns on `linear_combination` in `hT`. The tactic takes a known equation times a coefficient and asks `ring` to confirm that the goal differs from it by algebra alone. For `ring` the logarithms are opaque symbols, and it will not cancel g_j against 1/g_j, since it does not know that g_j ≠ 0. That cancellation is the equation `hg`, g_j (p_j/g_j) = p_j. Its coefficient, W_ij (log x_j − log x_i − 1) with the logarithms expanded, is what multiplies g_j x_j when the left side is written out.

The sign of each term comes next, with the diagonal treated separately.

```lean
/-- Every jump contributes a nonnegative amount to the entropy production. -/
theorem jump_contribution_nonneg {W : Matrix n n ℝ} {g p : n → ℝ}
    (h : IsBath W g) (hp : ∀ i, 0 < p i) (i j : n) :
    0 ≤ W i j * g j * jumpCost (p j / g j) (p i / g i) := by
  by_cases hij : i = j
  · subst hij
    simp [jumpCost]
  · exact mul_nonneg (mul_nonneg (h.rate_nonneg i j hij) (h.weight_pos j).le)
      (jumpCost_nonneg_and_eq_zero_iff (div_pos (hp j) (h.weight_pos j))
        (div_pos (hp i) (h.weight_pos i))).1
```

For equality, a vanishing sum of nonnegative terms forces each term to vanish, first over i and then over j. The step `h3` is W_ij p_j = x_i W_ij g_j, proved for both alternatives.

```lean
/-- A single bath produces no entropy exactly when it leaves the populations `p` unchanged. -/
theorem entropyProduction_eq_zero_iff {W : Matrix n n ℝ} {g p : n → ℝ}
    (h : IsBath W g) (hp : ∀ i, 0 < p i) :
    entropyProduction W g p = 0 ↔ W *ᵥ p = 0 := by
  constructor
  · intro h0
    rw [entropyProduction_eq_sum_jumpCost h hp] at h0
    have hn := jump_contribution_nonneg h hp
    have h1 := (Finset.sum_eq_zero_iff_of_nonneg
      (fun i _ => Finset.sum_nonneg (fun j _ => hn i j))).1 h0
    ext i
    have h2 := (Finset.sum_eq_zero_iff_of_nonneg (fun j _ => hn i j)).1
      (h1 i (Finset.mem_univ i))
    -- the ratio `p / g` is the same at both ends of every allowed jump
    have h3 : ∀ j, W i j * p j = (p i / g i) * (W i j * g j) := by
      intro j
      have hg : p j / g j * g j = p j := div_mul_cancel₀ _ (h.weight_pos j).ne'
      rcases mul_eq_zero.1 (h2 j (Finset.mem_univ j)) with hw | hc
      · have hw' := (mul_eq_zero.1 hw).resolve_right (h.weight_pos j).ne'
        rw [hw']
        ring
      · have he := (jumpCost_nonneg_and_eq_zero_iff (div_pos (hp j) (h.weight_pos j))
          (div_pos (hp i) (h.weight_pos i))).2.1 hc
        rw [← he]
        calc W i j * p j = W i j * (p j / g j * g j) := by rw [hg]
          _ = p j / g j * (W i j * g j) := by ac_rfl
    have hs := congrFun h.stationary i
    simp only [Matrix.mulVec, dotProduct, Pi.zero_apply] at hs ⊢
    rw [Finset.sum_congr rfl (fun j _ => h3 j), ← Finset.mul_sum, hs, mul_zero]
  · intro hz
    simp [entropyProduction, hz]
```

## The theorem for all baths

The main statement writes the double sum in full and adds the single-bath results.

```lean
/-- **Classical Spohn inequality.** The total entropy production of finitely many baths,
each with its own stationary vector, is nonnegative at all positive populations `p`. -/
theorem spohn_inequality {W : ι → Matrix n n ℝ} {g : ι → n → ℝ} {p : n → ℝ}
    (h : ∀ v, IsBath (W v) (g v)) (hp : ∀ i, 0 < p i) :
    0 ≤ ∑ v, ∑ i, (W v *ᵥ p) i * (Real.log (g v i) - Real.log (p i)) := by
  apply Finset.sum_nonneg
  intro v _
  change 0 ≤ entropyProduction (W v) (g v) p
  rw [entropyProduction_eq_sum_jumpCost (h v) hp]
  exact Finset.sum_nonneg fun i _ => Finset.sum_nonneg fun j _ =>
    jump_contribution_nonneg (h v) hp i j
```

Equality requires `p` to be stationary under each bath separately. In the numerical example it is stationary only under their sum.

```lean
/-- The total entropy production vanishes exactly when `p` is stationary under each bath
separately. -/
theorem spohn_equality_iff {W : ι → Matrix n n ℝ} {g : ι → n → ℝ} {p : n → ℝ}
    (h : ∀ v, IsBath (W v) (g v)) (hp : ∀ i, 0 < p i) :
    ∑ v, entropyProduction (W v) (g v) p = 0 ↔ ∀ v, W v *ᵥ p = 0 := by
  have hn : ∀ v ∈ Finset.univ, 0 ≤ entropyProduction (W v) (g v) p := by
    intro v _
    rw [entropyProduction_eq_sum_jumpCost (h v) hp]
    exact Finset.sum_nonneg fun i _ => Finset.sum_nonneg fun j _ =>
      jump_contribution_nonneg (h v) hp i j
  rw [Finset.sum_eq_zero_iff_of_nonneg hn]
  exact ⟨fun k v => (entropyProduction_eq_zero_iff (h v) hp).1 (k v (Finset.mem_univ v)),
    fun k v _ => (entropyProduction_eq_zero_iff (h v) hp).2 (k v)⟩
```

Spohn's name is attached to an inequality for quantum dynamical semigroups, where density matrices and their coherences take the place of p. The theorem here concerns populations alone. It applies to a quantum system with finitely many levels when its populations obey a closed rate equation in which every bath satisfies the four conditions of `IsBath`. If a calculation for such a model gives a negative total entropy production at positive populations, then the rates, the stationary weights or the arithmetic must contain an error. Populations equal to zero are excluded, and the additivity of the baths is part of the model.

## Entropy along the master equation

In `entropy_balance` the master equation is assumed at the single time `t`, through `hd`. The function `Real.negMulLog` is −x log x, so its sum is the Shannon entropy when `p` is normalised. The proof applies the chain rule, exchanges the sums over states and baths, and uses `h0`, conservation of probability, to remove the −1. The signs of the rates play no part.

```lean
/-- Entropy balance: along the master equation the Shannon entropy changes at the rate of
entropy production plus the heat currents weighted by inverse temperatures. -/
theorem entropy_balance {W : ι → Matrix n n ℝ} {β : ι → ℝ} {E : n → ℝ}
    {p : ℝ → n → ℝ} {t : ℝ} (hW : ∀ v j, ∑ i, W v i j = 0) (hp : ∀ i, 0 < p t i)
    (hd : ∀ i, HasDerivAt (fun s => p s i) (∑ v, (W v *ᵥ p t) i) t) :
    HasDerivAt (fun s => ∑ i, Real.negMulLog (p s i))
      (∑ v, entropyProduction (W v) (gibbsWeight (β v) E) (p t)
        + ∑ v, β v * heatCurrent (W v) E (p t)) t := by
  have hS : HasDerivAt (fun s => ∑ i, Real.negMulLog (p s i))
      (∑ i, (-Real.log (p t i) - 1) * ∑ v, (W v *ᵥ p t) i) t :=
    HasDerivAt.fun_sum fun i _ => by
      have h1 : HasDerivAt Real.negMulLog (-Real.log (p t i) - 1) (p t i) :=
        Real.hasDerivAt_negMulLog (hp i).ne'
      have h2 := HasDerivAt.comp_of_eq t h1 (hd i) rfl
      exact h2
  refine hS.congr_deriv ?_
  simp only [Finset.mul_sum]
  rw [Finset.sum_comm, ← Finset.sum_add_distrib]
  apply Finset.sum_congr rfl
  intro v _
  -- each bath conserves the total probability
  have h0 : ∑ i, (W v *ᵥ p t) i = 0 := by
    simp only [Matrix.mulVec, dotProduct]
    rw [Finset.sum_comm]
    apply Finset.sum_eq_zero
    intro j _
    rw [← Finset.sum_mul, hW, zero_mul]
  unfold entropyProduction heatCurrent gibbsWeight
  rw [Finset.mul_sum, ← Finset.sum_add_distrib, ← sub_eq_zero, ← Finset.sum_sub_distrib]
  rw [← neg_eq_zero, ← Finset.sum_neg_distrib, ← h0]
  apply Finset.sum_congr rfl
  intro i _
  rw [Real.log_exp]
  ring
```

The Clausius inequality adds the sign of the entropy production. That each bath has Boltzmann weights as a stationary vector is a hypothesis, standing for a bath in equilibrium at its own temperature; it is not derived from a microscopic coupling.

```lean
/-- **Clausius inequality.** For thermal baths the Shannon entropy grows at least as fast as
the sum of the heat currents weighted by inverse temperatures. -/
theorem clausius_inequality {W : ι → Matrix n n ℝ} {β : ι → ℝ} {E : n → ℝ}
    {p : ℝ → n → ℝ} {t : ℝ} (h : ∀ v, IsBath (W v) (gibbsWeight (β v) E))
    (hp : ∀ i, 0 < p t i)
    (hd : ∀ i, HasDerivAt (fun s => p s i) (∑ v, (W v *ᵥ p t) i) t) :
    ∑ v, β v * heatCurrent (W v) E (p t) ≤
      deriv (fun s => ∑ i, Real.negMulLog (p s i)) t := by
  rw [(entropy_balance (β := β) (E := E) (fun v => (h v).col_sum) hp hd).deriv]
  have hs : 0 ≤ ∑ v, entropyProduction (W v) (gibbsWeight (β v) E) (p t) :=
    spohn_inequality h hp
  linarith
```

The two-level bath of the opening satisfies all four conditions, for any real β and ε. Its normalised stationary populations are 1/(1 + a) and a/(1 + a), with a = exp(−βε).

```lean
/-- A two-level system with gap `ε`, excitation rate `exp (-β ε)` and decay rate `1` is a bath
with Boltzmann weights at inverse temperature `β`. -/
theorem isBath_witness (β ε : ℝ) :
    IsBath !![-Real.exp (-(β * ε)), 1; Real.exp (-(β * ε)), -1]
      (gibbsWeight β ![0, ε]) where
  rate_nonneg := by simp [Fin.forall_fin_two, Real.exp_nonneg]
  col_sum := by simp [Fin.forall_fin_two, Fin.sum_univ_two]
  weight_pos := fun _ => Real.exp_pos _
  stationary := by
    ext i
    fin_cases i <;> simp [gibbsWeight, Matrix.mulVec, dotProduct, Fin.sum_univ_two]

end

end ClassicalSpohnInequality
```

```lean
#print axioms ClassicalSpohnInequality.spohn_inequality
-- 'ClassicalSpohnInequality.spohn_inequality' depends on axioms: [propext, Classical.choice, Quot.sound]
#print axioms ClassicalSpohnInequality.spohn_equality_iff
-- 'ClassicalSpohnInequality.spohn_equality_iff' depends on axioms: [propext, Classical.choice, Quot.sound]
#print axioms ClassicalSpohnInequality.clausius_inequality
-- 'ClassicalSpohnInequality.clausius_inequality' depends on axioms: [propext, Classical.choice, Quot.sound]
```
